# Every unitary step is the propagator of an effective Hamiltonian

A quantum system with finitely many basis states is often advanced in discrete steps: one period of a periodic drive, one gate sequence, or one step of a splitting integrator such as \(e^{-i\tau A/2}e^{-i\tau B}e^{-i\tau A/2}\), where \(A\) and \(B\) are Hermitian matrices and \(\tau>0\) is the step length. Each step multiplies the state vector by a unitary matrix \(U\). A system with a constant Hamiltonian \(H\), in units with \(\hbar=1\), is advanced over a time \(t\) by the propagator \(e^{-itH}\). The question is whether an arbitrary step \(U\) has this second form, so that, when the same step is repeated, an observer who looks only at the times \(0,\tau,2\tau,\dots\) could attribute the motion to a constant Hamiltonian.

## The claim and its derivation

Let \(U\) be a unitary \(n\times n\) complex matrix and \(\tau>0\). Then there is a Hermitian \(H\) with all eigenvalues in \((-\pi/\tau,\pi/\tau]\) such that \(U^k=e^{-ik\tau H}\) for \(k=0,1,2,\dots\), and in particular \(U=e^{-i\tau H}\). Conversely \(e^{-itH}\) is unitary for every Hermitian \(H\) and real \(t\).

Since \(U^\dagger U=UU^\dagger=1\), the matrix \(U\) is normal and has a spectral decomposition
\[ U=\sum_{z\in\sigma(U)} z\,P_z, \]
where \(\sigma(U)\) is the finite set of its distinct eigenvalues and \(P_z\) is the orthogonal projector on the eigenspace of \(z\). The projectors satisfy \(P_z^\dagger=P_z=P_z^2\), \(P_zP_w=0\) for \(z\ne w\), and \(\sum_z P_z=1\). If \(Uv=zv\) with \(v\neq0\), then \(\|v\|=\|Uv\|=|z|\,\|v\|\), so \(|z|=1\).

To each phase factor \(z\) assign the quasienergy
\[ \varepsilon(z)=\frac{\arg(z^{-1})}{\tau},\qquad -\pi<\arg\le\pi . \]
Division by \(\tau>0\) gives \(-\pi/\tau<\varepsilon(z)\le\pi/\tau\). For \(|z|=1\) the polar form reads \(z^{-1}=e^{i\arg(z^{-1})}\), hence
\[ e^{-i\tau\varepsilon(z)}=e^{-i\arg(z^{-1})}=(z^{-1})^{-1}=z . \]
Now set \(H=\sum_z\varepsilon(z)P_z\). It is Hermitian because the coefficients are real and the projectors Hermitian, and its eigenvalues are the numbers \(\varepsilon(z)\). The projector algebra gives \(H^m=\sum_z\varepsilon(z)^mP_z\) for every \(m\ge0\), and summing the exponential series yields
\[ e^{-i\tau H}=\sum_z e^{-i\tau\varepsilon(z)}P_z=\sum_z zP_z=U . \]

For real \(s,t\) the matrices \(-isH\) and \(-itH\) commute, so \(e^{-i(s+t)H}=e^{-isH}e^{-itH}\). The formula for \(U^k\) follows by induction: both sides equal \(1\) at \(k=0\), and \(U^{k+1}=e^{-ik\tau H}e^{-i\tau H}=e^{-i(k+1)\tau H}\). For the converse, the adjoint of the series taken term by term is \((e^{-itH})^\dagger=e^{+itH^\dagger}=e^{-i(-t)H}\), and the group law gives \(e^{-itH}(e^{-itH})^\dagger=e^{0}=1\).

## The smallest case and a two-level example

For \(n=1\) the matrix \(U\) is a single phase factor \(z\) and \(H\) is the number \(\varepsilon(z)\). With \(\tau=2\) and \(z=-i\), one has \(z^{-1}=i\) and \(\varepsilon=\pi/4\), and indeed \(e^{-2i\cdot\pi/4}=-i\).

For \(n=2\) and \(\tau=1\) take the exchange of two levels, with eigenvalues \(\pm1\):
\[ U=\begin{pmatrix}0&1\\1&0\end{pmatrix},\qquad P_{\pm1}=\frac12\begin{pmatrix}1&\pm1\\\pm1&1\end{pmatrix}. \]
Here \(\varepsilon(1)=0\) and \(\varepsilon(-1)=\pi\), so
\[ H=\pi P_{-1}=\frac{\pi}{2}\begin{pmatrix}1&-1\\-1&1\end{pmatrix},\qquad e^{-iH}=P_{1}+e^{-i\pi}P_{-1}=P_1-P_{-1}=U . \]
The matrix \(-H\), with eigenvalues \(0\) and \(-\pi\), generates the same \(U\), so the closed interval \([-\pi,\pi]\) does not single out one generator. The half-open interval does single one out. Suppose \(H'\) is Hermitian with eigenvalues in \((-\pi/\tau,\pi/\tau]\) and \(e^{-i\tau H'}=U\). An eigenvector of \(H'\) with eigenvalue \(E\) is then an eigenvector of \(U\) with eigenvalue \(z=e^{-i\tau E}\), and \(E=\varepsilon(z)\) because \(E\mapsto e^{-i\tau E}\) is injective on that interval. Hence \(H'\) and \(H\) agree on a basis of eigenvectors of \(H'\). This uniqueness argument and the examples are on paper only; the Lean theorems below do not state uniqueness.

## The formal development

The type `n` is the finite set of basis labels, and the dimension is its number of elements; the empty set is allowed and makes the statements trivial. Lean writes the imaginary unit as `I` and uses `i` for an element of `n`.

```lean
import Mathlib

open Matrix Complex
open scoped Real

namespace EffectiveHamiltonian

noncomputable section

variable {n : Type*} [Fintype n] [DecidableEq n]
```

The propagator is the exponential series `NormedSpace.exp` evaluated at \(-itH\). The definition accepts any matrix `H`, and the sign and \(\hbar=1\) are fixed here.

```lean
/-- The propagator `exp(-i t H)` of a time-independent Hamiltonian `H` over a time `t`. -/
def propagator (H : Matrix n n ℂ) (t : ℝ) : Matrix n n ℂ :=
  NormedSpace.exp ((-((t : ℂ) * I)) • H)
```

The quasienergy is \(\varepsilon(z)\), with Mathlib's `arg` taking values in \((-\pi,\pi]\). Writing \(\arg(z^{-1})\) in place of \(-\arg z\) matters on the unit circle only at \(z=-1\), which is sent to \(+\pi/\tau\).

```lean
/-- The quasienergy `arg(z⁻¹) / τ` assigned to a phase factor `z` acquired in a step `τ`. -/
def quasienergy (τ : ℝ) (z : ℂ) : ℝ := arg z⁻¹ / τ
```

`Set.Ioc a b` is the interval \((a,b]\). The two bounds on `arg` are divided by \(\tau\), and `gcongr` checks that this preserves the inequalities, using `hτ`.

```lean
/-- For a positive step `τ` the quasienergy lies in the zone `(-π/τ, π/τ]`. -/
theorem quasienergy_mem {τ : ℝ} (hτ : 0 < τ) (z : ℂ) :
    quasienergy τ z ∈ Set.Ioc (-π / τ) (π / τ) := by
  have h1 := Complex.neg_pi_lt_arg z⁻¹
  have h2 := Complex.arg_le_pi z⁻¹
  unfold quasienergy
  constructor
  · gcongr
  · gcongr
```

The scalar identity follows the line above: `e` cancels \(\tau\), `hw` is the polar form of \(z^{-1}\) with modulus one, and `Complex.exp_neg` inverts it.

```lean
/-- For a step `τ > 0`, a phase factor `z` of modulus one equals `exp(-i τ E)` with `E` its quasienergy. -/
theorem exp_quasienergy {τ : ℝ} (hτ : 0 < τ) {z : ℂ} (hz : ‖z‖ = 1) :
    Complex.exp (-((τ : ℂ) * I) * (quasienergy τ z : ℂ)) = z := by
  have hτ' : (τ : ℂ) ≠ 0 := by exact_mod_cast hτ.ne'
  have e : -((τ : ℂ) * I) * (quasienergy τ z : ℂ) = -((arg z⁻¹ : ℂ) * I) := by
    unfold quasienergy
    push_cast
    field_simp
  -- polar form of `z⁻¹`, which has modulus one
  have hw := Complex.norm_mul_exp_arg_mul_I z⁻¹
  have hn1 : ‖z⁻¹‖ = 1 := by simp [hz]
  rw [hn1, Complex.ofReal_one, one_mul] at hw
  rw [e, Complex.exp_neg, hw, _root_.inv_inv]
```

The construction of \(H\) is carried out without projectors, in any C*-algebra `A`, for a unitary `u` with finite spectrum. The continuous functional calculus `cfc f u` applies a function \(f\) to a normal element; for a matrix it is \(\sum_z f(z)P_z\). Mathlib sets `cfc f u` to zero when \(f\) is not continuous on the spectrum, and \(\varepsilon\) jumps at \(z=-1\), so the hypothesis `hfin` is what makes the construction work: on a finite set every function is continuous, which is `hc`. The facts `hn` and `hcirc` are normality and \(|z|=1\).

The three bullets match the three properties of \(H\). For self-adjointness, `cfc_star` moves the adjoint onto the function as complex conjugation, which fixes real values. For the spectrum, `cfc_map_spectrum` says that the spectrum of \(\varepsilon(u)\) is the image of that of \(u\), and `quasienergy_mem` bounds each real value in it. For the exponential, `h1` writes \(-i\tau h\) as \(g(u)\) with \(g(z)=-i\tau\varepsilon(z)\), `h3` identifies the calculus applied to the complex exponential with the power series, `h4` is the composition rule \((\exp\circ g)(u)=\exp(g(u))\), and `h5` replaces \(\exp\circ g\) by the identity on the spectrum. Together they do the work of summing the powers \(H^m\).

```lean
/-- For `τ > 0`, in a C*-algebra, a unitary `u` with finite spectrum is `exp(-i τ h)` for a self-adjoint `h`
whose real spectral values lie in `(-π/τ, π/τ]`. -/
theorem exists_generator_of_finite_spectrum {A : Type*} [CStarAlgebra A] {u : A}
    (hu : u ∈ unitary A) (hfin : (spectrum ℂ u).Finite) {τ : ℝ} (hτ : 0 < τ) :
    ∃ h : A, IsSelfAdjoint h ∧
      (∀ E : ℝ, (E : ℂ) ∈ spectrum ℂ h → E ∈ Set.Ioc (-π / τ) (π / τ)) ∧
      NormedSpace.exp ((-((τ : ℂ) * I)) • h) = u := by
  have hu' : star u * u = 1 ∧ u * star u = 1 := hu
  have hn : IsStarNormal u := ⟨hu'.1.trans hu'.2.symm⟩
  -- on a finite spectrum every function is continuous
  have hc : ∀ g : ℂ → ℂ, ContinuousOn g (spectrum ℂ u) := fun g => hfin.continuousOn g
  have hcirc : ∀ z ∈ spectrum ℂ u, ‖z‖ = 1 := by
    intro z hz
    exact spectrum.norm_eq_one_of_unitary hu hz
  refine ⟨cfc (fun z : ℂ => (quasienergy τ z : ℂ)) u, ?_, ?_, ?_⟩
  · -- a real function of a normal element is self-adjoint
    show star (cfc (fun z : ℂ => (quasienergy τ z : ℂ)) u) = _
    rw [← cfc_star]
    apply cfc_congr
    intro z _
    exact Complex.conj_ofReal _
  · -- spectral mapping
    intro E hE
    have hs : spectrum ℂ (cfc (fun z : ℂ => (quasienergy τ z : ℂ)) u)
        = (fun z : ℂ => (quasienergy τ z : ℂ)) '' spectrum ℂ u :=
      cfc_map_spectrum (fun z : ℂ => (quasienergy τ z : ℂ)) u (ha := hn) (hf := hc _)
    rw [hs] at hE
    obtain ⟨z, _, hz⟩ := hE
    have hz' : quasienergy τ z = E := Complex.ofReal_injective hz
    rw [← hz']
    exact quasienergy_mem hτ z
  · -- composition rule: the exponential undoes the quasienergy on the unit circle
    let g : ℂ → ℂ := fun z => -((τ : ℂ) * I) * (quasienergy τ z : ℂ)
    have h1 : (-((τ : ℂ) * I)) • cfc (fun z : ℂ => (quasienergy τ z : ℂ)) u = cfc g u :=
      (cfc_const_mul (-((τ : ℂ) * I)) (fun z : ℂ => (quasienergy τ z : ℂ)) u (hc _)).symm
    have h2 : IsStarNormal (cfc g u) := cfc_predicate g u
    have h3 : cfc Complex.exp (cfc g u) = NormedSpace.exp (cfc g u) :=
      CFC.complex_exp_eq_normedSpace_exp h2
    have h4 : cfc (Complex.exp ∘ g) u = cfc Complex.exp (cfc g u) :=
      cfc_comp Complex.exp g u (ha := hn) (hg := Complex.continuous_exp.continuousOn)
        (hf := hc g)
    have h5 : cfc (Complex.exp ∘ g) u = cfc (id : ℂ → ℂ) u := by
      apply cfc_congr
      intro z hz
      exact exp_quasienergy hτ (hcirc z hz)
    rw [h1, ← h3, ← h4, h5]
    exact cfc_id ℂ u hn
```

For a proof `hH` that `H` is Hermitian, `hH.eigenvalues i` is a list of real eigenvalues indexed by `n`, repeated according to multiplicity. Each entry lies in the real spectrum of `H`, and `spectrum.algebraMap_mem` carries it into the complex spectrum, where the abstract bound applies.

```lean
/-- Each eigenvalue of a Hermitian matrix belongs to its complex spectrum. -/
theorem eigenvalue_mem_spectrum {H : Matrix n n ℂ} (hH : H.IsHermitian) (i : n) :
    ((hH.eigenvalues i : ℝ) : ℂ) ∈ spectrum ℂ H := by
  exact spectrum.algebraMap_mem ℂ (hH.eigenvalues_mem_spectrum_real i)
```

The main theorem reads: if `U` belongs to `Matrix.unitaryGroup n ℂ` and \(\tau>0\), there is a matrix `H` with a proof `hH` of hermiticity such that every eigenvalue lies in \((-\pi/\tau,\pi/\tau]\) and \(e^{-i\tau H}=U\). Unitarity is assumed, and no equation of motion that produced `U` appears. The statement does not exhibit the formula for `H`, and it covers finite matrices only.

The proof uses a device that serves for other matrix functions. Mathlib fixes no default norm on matrices, so `open scoped Matrix.Norms.L2Operator in` selects the operator norm for this one declaration, and `let : CStarAlgebra (Matrix n n ℂ) := {}` assembles the C*-structure from instances then in scope. The abstract lemma is applied with `Matrix.finite_spectrum U`, and the resulting statement mentions no norm.

```lean
open scoped Matrix.Norms.L2Operator in
/-- For a step `τ > 0`, every unitary matrix `U` is the propagator `exp(-i τ H)` of a Hermitian
matrix `H` whose eigenvalues all lie in `(-π/τ, π/τ]`. -/
theorem exists_effective_hamiltonian {U : Matrix n n ℂ} (hU : U ∈ Matrix.unitaryGroup n ℂ)
    {τ : ℝ} (hτ : 0 < τ) :
    ∃ (H : Matrix n n ℂ) (hH : H.IsHermitian),
      (∀ i, hH.eigenvalues i ∈ Set.Ioc (-π / τ) (π / τ)) ∧ propagator H τ = U := by
  -- matrices with the operator norm form a C*-algebra
  let : CStarAlgebra (Matrix n n ℂ) := {}
  obtain ⟨H, hH, hs, he⟩ := exists_generator_of_finite_spectrum (A := Matrix n n ℂ) (u := U)
    hU (Matrix.finite_spectrum U) hτ
  have hH' : H.IsHermitian := hH
  exact ⟨H, hH', fun i => hs _ (eigenvalue_mem_spectrum hH' i), he⟩
```

The group law holds for any matrix `H`. The commutation `hc` of the two scalar multiples of `H` is the condition required by `Matrix.exp_add_of_commute`.

```lean
/-- Group law: propagating for `s + t` is the product of the propagators for `s` and `t`. -/
theorem propagator_add (H : Matrix n n ℂ) (s t : ℝ) :
    propagator H (s + t) = propagator H s * propagator H t := by
  have hc : Commute ((-((s : ℂ) * I)) • H) ((-((t : ℂ) * I)) • H) :=
    ((Commute.refl H).smul_left _).smul_right _
  have e : -(((s + t : ℝ) : ℂ) * I) = -((s : ℂ) * I) + -((t : ℂ) * I) := by
    push_cast
    ring
  unfold propagator
  rw [e, add_smul, Matrix.exp_add_of_commute _ _ hc]
```

The power formula is the induction on `k` from zero, with `e` stating \((k+1)\tau=k\tau+\tau\).

```lean
/-- The `k`-th power of the propagator over `τ` is the propagator over `k τ`. -/
theorem propagator_pow (H : Matrix n n ℂ) (τ : ℝ) (k : ℕ) :
    propagator H τ ^ k = propagator H (k * τ) := by
  induction k with
  | zero => simp [propagator]
  | succ k ih =>
    have e : ((k + 1 : ℕ) : ℝ) * τ = k * τ + τ := by
      push_cast
      ring
    rw [pow_succ, ih, e, propagator_add]
```

For the converse, `hadj` is \((e^{-itH})^\dagger=e^{-i(-t)H}\), obtained by moving the adjoint inside the exponential and using `hH.eq`. The lemma `Matrix.mem_unitaryGroup_iff` reduces unitarity of a square matrix to the single product of the matrix with its adjoint, which the group law turns into the propagator at \(t+(-t)=0\).

```lean
/-- The propagator of a Hermitian matrix is unitary at every time. -/
theorem propagator_unitary {H : Matrix n n ℂ} (hH : H.IsHermitian) (t : ℝ) :
    propagator H t ∈ Matrix.unitaryGroup n ℂ := by
  -- the adjoint is the propagator backwards in time
  have hadj : (propagator H t)ᴴ = propagator H (-t) := by
    have e : star (-((t : ℂ) * I)) = -(((-t : ℝ) : ℂ) * I) := by simp
    unfold propagator
    rw [← Matrix.exp_conjTranspose, Matrix.conjTranspose_smul, hH.eq, e]
  rw [Matrix.mem_unitaryGroup_iff, Matrix.star_eq_conjTranspose, hadj, ← propagator_add]
  simp [propagator]
```

In the stroboscopic theorem the order of quantifiers carries the physics: one `H` is chosen first and serves for all natural numbers `k`. In simulation terms, a finite-dimensional integrator that repeats the same unitary step follows the exact flow of one constant Hermitian matrix at the times \(k\tau\). That matrix depends on `U` and on \(\tau\), and the theorem gives no estimate of its distance from \(A+B\) for a splitting step, nor any locality property. For a periodic drive with \(U\) the evolution over one period, \(H\) is a Floquet Hamiltonian in the stroboscopic sense; the motion within a period, which Floquet theory describes by a further periodic factor, is not constrained by an identity that holds at multiples of \(\tau\).

```lean
/-- For a unitary step `U` of length `τ > 0` there is one Hermitian `H`, with eigenvalues in
`(-π/τ, π/τ]`, such that `U ^ k = exp(-i k τ H)` for every number of steps `k`. -/
theorem stroboscopic_evolution {U : Matrix n n ℂ} (hU : U ∈ Matrix.unitaryGroup n ℂ)
    {τ : ℝ} (hτ : 0 < τ) :
    ∃ (H : Matrix n n ℂ) (hH : H.IsHermitian),
      (∀ i, hH.eigenvalues i ∈ Set.Ioc (-π / τ) (π / τ)) ∧
      ∀ k : ℕ, U ^ k = propagator H (k * τ) := by
  obtain ⟨H, hH, hs, he⟩ := exists_effective_hamiltonian hU hτ
  exact ⟨H, hH, hs, fun k => by rw [← he, propagator_pow]⟩
```

The last theorem sets \(\tau=1\) and states an equivalence: `U` is unitary if and only if \(U=e^{-iH}\) for a Hermitian `H` with eigenvalues in `Set.Icc (-π) π`, the closed interval. The step `h1` rewrites the propagator at time one as `NormedSpace.exp ((-I) • H)`. The forward direction weakens \((-\pi,\pi]\) to \([-\pi,\pi]\) by `Set.Ioc_subset_Icc_self`, and the backward direction applies `propagator_unitary` and leaves the eigenvalue bound unused.

```lean
/-- A matrix `U` is unitary if and only if `U = exp(-i H)` for a Hermitian `H` whose
eigenvalues all lie in `[-π, π]`. -/
theorem unitary_iff_exp_hermitian (U : Matrix n n ℂ) :
    U ∈ Matrix.unitaryGroup n ℂ ↔ ∃ (H : Matrix n n ℂ) (hH : H.IsHermitian),
      (∀ i, hH.eigenvalues i ∈ Set.Icc (-π) π) ∧ U = NormedSpace.exp ((-I) • H) := by
  have h1 : ∀ H : Matrix n n ℂ, propagator H 1 = NormedSpace.exp ((-I) • H) := by
    intro H
    unfold propagator
    rw [Complex.ofReal_one, one_mul]
  constructor
  · intro hU
    obtain ⟨H, hH, hs, he⟩ := exists_effective_hamiltonian hU one_pos
    refine ⟨H, hH, fun i => ?_, by rw [← h1, he]⟩
    have h := hs i
    rw [div_one, div_one] at h
    exact Set.Ioc_subset_Icc_self h
  · rintro ⟨H, hH, _, he⟩
    rw [he, ← h1]
    exact propagator_unitary hH 1

end

end EffectiveHamiltonian
```

```lean
#print axioms EffectiveHamiltonian.propagator_unitary
-- 'EffectiveHamiltonian.propagator_unitary' depends on axioms: [propext, Classical.choice, Quot.sound]
#print axioms EffectiveHamiltonian.stroboscopic_evolution
-- 'EffectiveHamiltonian.stroboscopic_evolution' depends on axioms: [propext, Classical.choice, Quot.sound]
#print axioms EffectiveHamiltonian.unitary_iff_exp_hermitian
-- 'EffectiveHamiltonian.unitary_iff_exp_hermitian' depends on axioms: [propext, Classical.choice, Quot.sound]
```
